# The odd cat state is an eigenvector of a² with mean photon number |α|²/tanh |α|²

The theorem `odd_cat` concerns the difference `u - w` of two unit vectors that stand for the coherent states of amplitudes α and −α of one mode, with α ≠ 0. They are eigenvectors of `a` with eigenvalues α and −α, their overlap is exp(−2|α|²), and `b` is adjoint to `a`; these properties are assumed, and no commutation relation is used. The theorem states that `u - w` is non-zero, that `a` applied twice multiplies it by α², and that the mean of the number operator `b a`, divided by the squared norm because `u - w` is not normalised, is |α|²/tanh |α|². The proof uses the fact that `a` exchanges `u + w` and `u - w` up to the factor α, so that the mean follows from the ratio of their squared norms. To show that `u - w` is not zero, it supposes the contrary and seeks a contradiction with the squared norm 2(1 − exp(−2|α|²)).

An attempt in Lean 4 with a fault in it:

```lean
import Mathlib

open scoped InnerProductSpace ComplexConjugate

namespace OddCat

noncomputable section

variable {E : Type*} [NormedAddCommGroup E] [InnerProductSpace ℂ E]

/-- Mutually adjoint operators `a`, `b` and two unit vectors `u`, `w` with `a u = α u`,
`a w = -α w` and overlap `⟨u, w⟩ = exp (-2|α|²)`. -/
structure CoherentPair (a b : E →ₗ[ℂ] E) (α : ℂ) (u w : E) : Prop where
  adjoint : ∀ x y, ⟪a x, y⟫_ℂ = ⟪x, b y⟫_ℂ
  norm_u : ‖u‖ = 1
  norm_w : ‖w‖ = 1
  a_u : a u = α • u
  a_w : a w = (-α) • w
  overlap : ⟪u, w⟫_ℂ = ((Real.exp (-2 * ‖α‖ ^ 2) : ℝ) : ℂ)

/-- The normalized mean `⟨ψ, N ψ⟩ / ⟨ψ, ψ⟩` of an operator `N` in a non-zero vector `ψ`. -/
def meanValue (N : E →ₗ[ℂ] E) (ψ : E) : ℂ := ⟪ψ, N ψ⟫_ℂ / ⟪ψ, ψ⟫_ℂ

/-- If `a u = α u` and `a w = -α w`, then `a` exchanges `u + w` and `u - w` up to the
factor `α`. -/
theorem annihilate_cat {a : E →ₗ[ℂ] E} {α : ℂ} {u w : E}
    (hu : a u = α • u) (hw : a w = (-α) • w) :
    a (u + w) = α • (u - w) ∧ a (u - w) = α • (u + w) := by
  constructor
  · rw [map_add, hu, hw]; module
  · rw [map_sub, hu, hw]; module

/-- For a coherent pair, the squared norms of `u + w` and `u - w` are
`2 (1 + exp (-2|α|²))` and `2 (1 - exp (-2|α|²))`. -/
theorem cat_norms {a b : E →ₗ[ℂ] E} {α : ℂ} {u w : E} (h : CoherentPair a b α u w) :
    ⟪u + w, u + w⟫_ℂ = ((2 * (1 + Real.exp (-2 * ‖α‖ ^ 2)) : ℝ) : ℂ) ∧
    ⟪u - w, u - w⟫_ℂ = ((2 * (1 - Real.exp (-2 * ‖α‖ ^ 2)) : ℝ) : ℂ) := by
  have huu : ⟪u, u⟫_ℂ = 1 := by rw [inner_self_eq_norm_sq_to_K, h.norm_u]; simp
  have hww : ⟪w, w⟫_ℂ = 1 := by rw [inner_self_eq_norm_sq_to_K, h.norm_w]; simp
  -- the overlap is real, hence symmetric
  have hwu : ⟪w, u⟫_ℂ = ((Real.exp (-2 * ‖α‖ ^ 2) : ℝ) : ℂ) := by
    rw [← inner_conj_symm, h.overlap, Complex.conj_ofReal]
  constructor
  · rw [inner_add_left, inner_add_right, inner_add_right, huu, hww, h.overlap, hwu]
    push_cast; ring
  · rw [inner_sub_left, inner_sub_right, inner_sub_right, huu, hww, h.overlap, hwu]
    push_cast; ring

/-- If `a` and `b` are mutually adjoint and `a ψ = α φ`, the normalized mean of `b a` in `ψ`
is `|α|²` times the ratio `q / p` of the squared norms of `φ` and of `ψ`, for `p ≠ 0`. -/
theorem number_mean {a b : E →ₗ[ℂ] E} {α : ℂ} {ψ φ : E} {p q : ℝ}
    (hadj : ∀ x y, ⟪a x, y⟫_ℂ = ⟪x, b y⟫_ℂ) (ha : a ψ = α • φ)
    (hp : ⟪ψ, ψ⟫_ℂ = (p : ℂ)) (hq : ⟪φ, φ⟫_ℂ = (q : ℂ)) :
    meanValue (b ∘ₗ a) ψ = ((‖α‖ ^ 2 * (q / p) : ℝ) : ℂ) := by
  have hα : conj α * α = ((‖α‖ ^ 2 : ℝ) : ℂ) := by
    rw [mul_comm, Complex.mul_conj, Complex.normSq_eq_norm_sq]
  rw [meanValue, LinearMap.comp_apply, ← hadj, ha, inner_smul_left, inner_smul_right,
    hp, hq, ← mul_assoc, hα]
  push_cast
  ring

/-- The hyperbolic tangent in terms of the overlap factor `exp (-2x)`; for `x > 0` it lies
strictly between zero and one. -/
theorem tanh_overlap (x : ℝ) :
    Real.tanh x = (1 - Real.exp (-2 * x)) / (1 + Real.exp (-2 * x)) ∧
    (0 < x → 0 < Real.tanh x ∧ Real.tanh x < 1) := by
  have he := Real.exp_pos (-2 * x)
  have key : Real.tanh x = (1 - Real.exp (-2 * x)) / (1 + Real.exp (-2 * x)) := by
    have h1 : Real.exp x * Real.exp (-x) = 1 := by rw [← Real.exp_add]; simp
    have h2 : Real.exp (-2 * x) = Real.exp (-x) * Real.exp (-x) := by
      rw [← Real.exp_add]; congr 1; ring
    have hc : Real.cosh x ≠ 0 := (Real.cosh_pos x).ne'
    rw [Real.tanh_eq_sinh_div_cosh, div_eq_div_iff hc (by linarith), h2,
      Real.sinh_eq, Real.cosh_eq]
    linear_combination Real.exp (-x) * h1
  refine ⟨key, fun hx => ?_⟩
  have h1 : Real.exp (-2 * x) < 1 := Real.exp_lt_one_iff.2 (by linarith)
  rw [key]
  exact ⟨div_pos (by linarith) (by linarith), (div_lt_one (by linarith)).2 (by linarith)⟩

/-- Odd cat state: for a coherent pair with `α ≠ 0`, `u - w` is a non-zero eigenvector of `a²`
with eigenvalue `α²`, and its normalized mean of `b a` is `|α|² / tanh |α|²`. -/
theorem odd_cat {a b : E →ₗ[ℂ] E} {α : ℂ} {u w : E} (h : CoherentPair a b α u w)
    (hα : α ≠ 0) :
    u - w ≠ 0 ∧ a (a (u - w)) = α ^ 2 • (u - w) ∧
    meanValue (b ∘ₗ a) (u - w) = ((‖α‖ ^ 2 / Real.tanh (‖α‖ ^ 2) : ℝ) : ℂ) := by
  obtain ⟨h1, h2⟩ := annihilate_cat h.a_u h.a_w
  obtain ⟨n1, n2⟩ := cat_norms h
  have hx : 0 < ‖α‖ ^ 2 := pow_pos (norm_pos_iff.mpr hα) 2
  refine ⟨fun h0 => ?_, ?_, ?_⟩
  · rw [h0, inner_zero_left] at n2
    have h3 := congrArg Complex.re n2
    rw [Complex.zero_re, Complex.ofReal_re] at h3
    have h4 : Real.exp (-2 * ‖α‖ ^ 2) < 1 := Real.exp_lt_one (by linarith)
    linarith
  · rw [h2, map_smul, h1, smul_smul, sq]
  · rw [number_mean h.adjoint h2 n2 n1, mul_div_mul_left _ _ (by norm_num : (2 : ℝ) ≠ 0),
      (tanh_overlap _).1, div_div_eq_mul_div, mul_div_assoc]

end

end OddCat
```

The error:

```
Main.lean:94:45: error(lean.unknownIdentifier): Unknown constant `Real.exp_lt_one`
```

Cause. The message says that Lean knows no constant called `Real.exp_lt_one`. The proof calls it in the step `h4`, which says that exp(−2|α|²) is less than one. The inequality is true, since `hx` gives |α|² > 0, but the name cited for it does not exist in the Mathlib used here.

The repair cites `Real.exp_lt_one_iff` instead, which the file already uses in `tanh_overlap`. This lemma is an equivalence: the exponential of a real number is less than one exactly when the number is negative. The suffix `.2` takes the direction from the negative exponent to the inequality, and `linarith` proves from `hx` that the exponent is negative. With `h4` in place, the last `linarith` has its contradiction, because `h3` says that 2(1 − exp(−2|α|²)) is zero while `h4` makes it positive.

The repair, with which the file compiles:

```diff
@@ -92,5 +92,5 @@
     have h3 := congrArg Complex.re n2
     rw [Complex.zero_re, Complex.ofReal_re] at h3
-    have h4 : Real.exp (-2 * ‖α‖ ^ 2) < 1 := Real.exp_lt_one (by linarith)
+    have h4 : Real.exp (-2 * ‖α‖ ^ 2) < 1 := Real.exp_lt_one_iff.2 (by linarith)
     linarith
   · rw [h2, map_smul, h1, smul_smul, sq]
```
